# A matrix Kantorovich bound: for stiffnesses between aI and bI, with 0 < a ≤ b, the Voigt average is at most (a + b)²/(4ab) times the Reuss average

A composite or polycrystal has finitely many phases i, with real stiffness matrices C_i and volume fractions w_i, which are nonnegative and sum to 1. In a polycrystal, each crystal orientation counts as a phase of its own. I is the identity matrix. For matrices, A ≤ B is the Loewner order: B − A is positive semidefinite, which for real matrices includes being symmetric.

```lean
import Mathlib

open Matrix
open scoped MatrixOrder

namespace MatrixKantorovichBound

noncomputable section

variable {ι n : Type*} [Fintype ι] [Fintype n] [DecidableEq n]
```

The type `ι` labels the phases and `n` labels the matrix rows and columns; both are finite. Opening `MatrixOrder` gives `≤` its Loewner meaning. The symbol `•` multiplies a matrix by a number.

```lean
/-- The Voigt average: the weighted mean of the phase stiffnesses. -/
def voigt (w : ι → ℝ) (C : ι → Matrix n n ℝ) : Matrix n n ℝ :=
  ∑ i, w i • C i
```

The Voigt average is the effective stiffness under the assumption of uniform strain:

V = ∑ w_i C_i

```lean
/-- The weighted mean of the phase compliances. -/
def compliance (w : ι → ℝ) (C : ι → Matrix n n ℝ) : Matrix n n ℝ :=
  ∑ i, w i • (C i)⁻¹
```

The mean compliance is

S = ∑ w_i C_i⁻¹

```lean
/-- The Reuss average: the inverse of the mean compliance. -/
def reuss (w : ι → ℝ) (C : ι → Matrix n n ℝ) : Matrix n n ℝ :=
  (compliance w C)⁻¹
```

The Reuss average, which assumes uniform stress, is R = S⁻¹. These definitions put no conditions on the weights or matrices; each theorem states its own.

## Two facts about positivity

```lean
/-- A positive semidefinite matrix stays so when multiplied on both sides by the same
symmetric matrix `s I + t D`. -/
lemma sandwich {Q D : Matrix n n ℝ} (hQ : Q.PosSemidef) (hD : D.IsHermitian) (s t : ℝ) :
    ((s • (1 : Matrix n n ℝ) + t • D) * Q * (s • (1 : Matrix n n ℝ) + t • D)).PosSemidef := by
  have hM : (s • (1 : Matrix n n ℝ) + t • D)ᴴ = s • (1 : Matrix n n ℝ) + t • D := by
    simp only [conjTranspose_add, conjTranspose_smul, conjTranspose_one, hD.eq, star_trivial]
  have h := hQ.conjTranspose_mul_mul_same (s • (1 : Matrix n n ℝ) + t • D)
  rwa [hM] at h
```

Let M = sI + tD with D symmetric, and let Q be positive semidefinite. Then M is symmetric, and for every vector x

xᵀMQMx = (Mx)ᵀQ(Mx) ≥ 0.

In a Lean statement, the first colon outside all brackets separates the variables and hypotheses, which come before it, from the conclusion. `IsHermitian` means symmetric here, because the entries are real.

```lean
omit [Fintype n] in
/-- A stiffness bounded below by a positive multiple of the identity is positive definite. -/
lemma posDef_of_lower {C : Matrix n n ℝ} {a : ℝ} (ha : 0 < a)
    (h : a • (1 : Matrix n n ℝ) ≤ C) : C.PosDef := by
  have h1 : (a • (1 : Matrix n n ℝ)).PosDef :=
    (Matrix.PosDef.one : (1 : Matrix n n ℝ).PosDef).smul ha
  have h2 := h1.add_posSemidef (Matrix.le_iff.mp h)
  rwa [add_sub_cancel] at h2
```

Write C = aI + (C − aI). The first term is positive definite and the second positive semidefinite, so C is positive definite. Physically, a > 0 says that every deformation costs energy. It also makes C invertible.

## One phase, then the average

```lean
/-- For a single phase with stiffness between `a I` and `b I`, where `0 < a ≤ b`, stiffness plus `a
b` times compliance is at most `(a + b) I`. -/
theorem phase_bound {C : Matrix n n ℝ} {a b : ℝ} (ha : 0 < a) (hab : a ≤ b)
    (h1 : a • (1 : Matrix n n ℝ) ≤ C) (h2 : C ≤ b • (1 : Matrix n n ℝ)) :
    C + (a * b) • C⁻¹ ≤ (a + b) • (1 : Matrix n n ℝ) := by
  have hC := posDef_of_lower ha h1
  have hu := (Matrix.isUnit_iff_isUnit_det C).mp hC.isUnit
  have hCD : C * C⁻¹ = 1 := Matrix.mul_nonsing_inv C hu
  have hDC : C⁻¹ * C = 1 := Matrix.nonsing_inv_mul C hu
  rcases hab.lt_or_eq with hlt | heq
  · -- (b - a) times the difference is a sum of two congruences of b I - C and C - a I
    have p1 := (sandwich (Matrix.le_iff.mp h2) hC.inv.isHermitian 1 (-a)).smul
      (ha.le.trans hab)
    have p2 := (sandwich (Matrix.le_iff.mp h1) hC.inv.isHermitian (-1) b).smul ha.le
    have key : (b - a) • ((a + b) • (1 : Matrix n n ℝ) - (C + (a * b) • C⁻¹)) =
        b • (((1 : ℝ) • (1 : Matrix n n ℝ) + (-a) • C⁻¹) * (b • (1 : Matrix n n ℝ) - C) *
          ((1 : ℝ) • (1 : Matrix n n ℝ) + (-a) • C⁻¹)) +
        a • (((-1 : ℝ) • (1 : Matrix n n ℝ) + b • C⁻¹) * (C - a • (1 : Matrix n n ℝ)) *
          ((-1 : ℝ) • (1 : Matrix n n ℝ) + b • C⁻¹)) := by
      simp only [add_mul, mul_add, sub_mul, mul_sub, smul_mul_assoc, mul_smul_comm,
        one_mul, mul_one, hCD, hDC]
      module
    have p := p1.add p2
    rw [← key] at p
    have hpos : 0 < b - a := sub_pos.mpr hlt
    have q := p.smul (inv_nonneg.mpr hpos.le)
    rw [smul_smul, inv_mul_cancel₀ hpos.ne', one_smul] at q
    exact Matrix.le_iff.mpr q
  · -- equal bounds force C = a I
    subst heq
    have hC1 : C = a • (1 : Matrix n n ℝ) := le_antisymm h2 h1
    have hD : a • C⁻¹ = 1 := by
      calc a • C⁻¹ = (a • (1 : Matrix n n ℝ)) * C⁻¹ := by rw [smul_mul_assoc, one_mul]
        _ = C * C⁻¹ := by rw [← hC1]
        _ = 1 := hCD
    have h0 : (a + a) • (1 : Matrix n n ℝ) - (C + (a * a) • C⁻¹) = 0 := by
      rw [mul_smul, hD, hC1]
      module
    rw [Matrix.le_iff, h0]
    exact Matrix.PosSemidef.zero
```

The claim is C + abC⁻¹ ≤ (a + b)I. For a < b, the proof uses the identity `key`:

(b − a)[(a + b)I − C − abC⁻¹]
= b(I − aC⁻¹)(bI − C)(I − aC⁻¹) + a(bC⁻¹ − I)(C − aI)(bC⁻¹ − I).

Since I, C and C⁻¹ commute, it can be checked with a number c in place of C. The right side becomes

[(c − a)(b − c)/c²] · [b(c − a) + a(b − c)]
= (b − a)(c − a)(b − c)/c
= (b − a)(a + b − c − ab/c),

which is the left side. Both matrix terms are positive semidefinite by `sandwich`, and dividing by b − a > 0 gives the claim. Lean expands the products and lets `module` collect the terms.

If a = b, the two bounds force C = aI, and both sides of the claim equal 2aI.

```lean
/-- For nonnegative weights with sum 1, the mean compliance of phases with stiffness at least `a I`,
`a > 0`, is positive definite. -/
theorem compliance_posDef {w : ι → ℝ} {C : ι → Matrix n n ℝ} {a : ℝ} (ha : 0 < a)
    (hw : ∀ i, 0 ≤ w i) (hw1 : ∑ i, w i = 1) (h1 : ∀ i, a • (1 : Matrix n n ℝ) ≤ C i) :
    (compliance w C).PosDef := by
  classical
  -- at least one phase is really present
  obtain ⟨j, -, hj⟩ := Finset.exists_ne_zero_of_sum_ne_zero
    (show ∑ i, w i ≠ 0 by rw [hw1]; exact one_ne_zero)
  have hD : ∀ i, ((C i)⁻¹).PosDef := fun i => (posDef_of_lower ha (h1 i)).inv
  rw [compliance, ← Finset.add_sum_erase _ _ (Finset.mem_univ j)]
  exact ((hD j).smul (lt_of_le_of_ne (hw j) (Ne.symm hj))).add_posSemidef
    (Matrix.posSemidef_sum _ fun i _ => (hD i).posSemidef.smul (hw i))
```

The weights are nonnegative and sum to 1, so some w_j is positive. Then w_j C_j⁻¹ is positive definite, the other terms are positive semidefinite, and S is positive definite. Hence R is a genuine inverse.

```lean
/-- If all phase stiffnesses lie between `a I` and `b I`, with `0 < a ≤ b`, and the weights are
nonnegative with sum 1, then the Voigt average plus `a b` times the mean compliance is at most `(a +
b) I`. -/
theorem average_bound {w : ι → ℝ} {C : ι → Matrix n n ℝ} {a b : ℝ} (ha : 0 < a) (hab : a ≤ b)
    (hw : ∀ i, 0 ≤ w i) (hw1 : ∑ i, w i = 1)
    (hC : ∀ i, a • (1 : Matrix n n ℝ) ≤ C i ∧ C i ≤ b • (1 : Matrix n n ℝ)) :
    voigt w C + (a * b) • compliance w C ≤ (a + b) • (1 : Matrix n n ℝ) := by
  have hs : (a * b) • compliance w C = ∑ i, w i • ((a * b) • (C i)⁻¹) := by
    rw [compliance, Finset.smul_sum]
    exact Finset.sum_congr rfl fun i _ => smul_comm _ _ _
  have key : (a + b) • (1 : Matrix n n ℝ) - (voigt w C + (a * b) • compliance w C) =
      ∑ i, w i • ((a + b) • (1 : Matrix n n ℝ) - (C i + (a * b) • (C i)⁻¹)) := by
    rw [hs, voigt]
    simp only [smul_sub, smul_add, Finset.sum_sub_distrib, Finset.sum_add_distrib,
      ← Finset.sum_smul, hw1, one_smul]
  rw [Matrix.le_iff, key]
  exact Matrix.posSemidef_sum _ fun i _ =>
    (Matrix.le_iff.mp (phase_bound ha hab (hC i).1 (hC i).2)).smul (hw i)
```

Multiply each phase inequality by w_i ≥ 0 and add. Because ∑ w_i = 1, the right side stays (a + b)I:

V + abS ≤ (a + b)I.

The hypothesis `hC` requires the same a and b for all phases. They bound the softest and stiffest response in the material. For elasticity in Mandel notation, rotating a crystal acts on its 6 × 6 stiffness by an orthogonal matrix, so one pair a, b serves all orientations.

## From mean compliance to the Reuss average

```lean
/-- Completing the square: `S - 2 t I + t² S⁻¹` is positive semidefinite for positive
definite `S` and every real `t`. -/
theorem complete_square {S : Matrix n n ℝ} (hS : S.PosDef) (t : ℝ) :
    (S - (2 * t) • (1 : Matrix n n ℝ) + t ^ 2 • S⁻¹).PosSemidef := by
  have hu := (Matrix.isUnit_iff_isUnit_det S).mp hS.isUnit
  have h := sandwich hS.inv.posSemidef hS.isHermitian (-t) 1
  convert h using 1
  simp only [add_mul, mul_add, smul_mul_assoc, mul_smul_comm, one_mul, mul_one,
    Matrix.mul_nonsing_inv S hu, Matrix.nonsing_inv_mul S hu]
  module
```

For any real t,

(S − tI)S⁻¹(S − tI) = S − 2tI + t²S⁻¹.

The left side is positive semidefinite by `sandwich`, with Q = S⁻¹ and D = S.

```lean
/-- Matrix Kantorovich bound: if all phase stiffnesses lie between `a I` and `b I`, with `0 < a ≤
b`, and the weights are nonnegative with sum 1, the Voigt average is at most `(a + b)² / (4 a b)`
times the Reuss average in the Loewner order. -/
theorem voigt_le_reuss {w : ι → ℝ} {C : ι → Matrix n n ℝ} {a b : ℝ} (ha : 0 < a) (hab : a ≤ b)
    (hw : ∀ i, 0 ≤ w i) (hw1 : ∑ i, w i = 1)
    (hC : ∀ i, a • (1 : Matrix n n ℝ) ≤ C i ∧ C i ≤ b • (1 : Matrix n n ℝ)) :
    voigt w C ≤ ((a + b) ^ 2 / (4 * a * b)) • reuss w C := by
  have hb : 0 < b := ha.trans_le hab
  have p := Matrix.le_iff.mp (average_bound ha hab hw hw1 hC)
  have q := (complete_square (compliance_posDef ha hw hw1 fun i => (hC i).1)
    ((a + b) / (2 * a * b))).smul (mul_pos ha hb).le
  have e1 : a * b * (2 * ((a + b) / (2 * a * b))) = a + b := by
    field_simp
  have e2 : a * b * ((a + b) / (2 * a * b)) ^ 2 = (a + b) ^ 2 / (4 * a * b) := by
    field_simp
    ring
  simp only [smul_add, smul_sub, smul_smul, e1, e2] at q
  rw [Matrix.le_iff, reuss]
  convert p.add q using 1
  abel
```

Take t = (a + b)/(2ab) in the completed square and multiply by ab:

abS − (a + b)I + [(a + b)²/(4ab)]R ≥ 0.

The averaged phase bound says

(a + b)I − V − abS ≥ 0.

Adding the two cancels S and I, leaving

[(a + b)²/(4ab)]R − V ≥ 0.

In the code, `q` is the first inequality and `p` the second; `e1` and `e2` simplify the coefficients, and `abel` performs the cancellation.

The normalisation of the weights matters. Take one phase with the 1 × 1 stiffness C = 1, so that a = b = 1, but give it weight 2. Then V = 2, S = 2 and R = 1/2, while the factor is 1, and the inequality would read 2 ≤ 1/2.

Under the same hypotheses R ≤ V also holds, though it is not proved here. Together with that inequality, the theorem limits how far apart the Voigt and Reuss estimates from computed elastic constants can be, within linear elasticity and for finitely many phases or orientations. The theorem concerns these two averages only, and by itself says nothing about the true effective stiffness of a given microstructure.

```lean
/-- Additive form: if all phase stiffnesses lie between `a I` and `b I`, with `0 < a ≤ b`, and the
weights are nonnegative with sum 1, the Voigt average minus the Reuss average is at most `(√b - √a)²
I` in the Loewner order. -/
theorem voigt_sub_reuss_le {w : ι → ℝ} {C : ι → Matrix n n ℝ} {a b : ℝ} (ha : 0 < a)
    (hab : a ≤ b) (hw : ∀ i, 0 ≤ w i) (hw1 : ∑ i, w i = 1)
    (hC : ∀ i, a • (1 : Matrix n n ℝ) ≤ C i ∧ C i ≤ b • (1 : Matrix n n ℝ)) :
    voigt w C - reuss w C ≤ ((√b - √a) ^ 2) • (1 : Matrix n n ℝ) := by
  have hb : 0 < b := ha.trans_le hab
  -- g is the geometric mean of the two bounds
  obtain ⟨g, hg, hg2, hgap⟩ : ∃ g : ℝ, 0 < g ∧ g ^ 2 = a * b ∧
      (√b - √a) ^ 2 = a + b - 2 * g := by
    refine ⟨√a * √b, mul_pos (Real.sqrt_pos.mpr ha) (Real.sqrt_pos.mpr hb), ?_, ?_⟩
    · rw [mul_pow, Real.sq_sqrt ha.le, Real.sq_sqrt hb.le]
    · linear_combination Real.sq_sqrt ha.le + Real.sq_sqrt hb.le
  have p := Matrix.le_iff.mp (average_bound ha hab hw hw1 hC)
  have q := (complete_square (compliance_posDef ha hw hw1 fun i => (hC i).1) g⁻¹).smul
    (mul_pos ha hb).le
  have e1 : a * b * (2 * g⁻¹) = 2 * g := by
    rw [← hg2]
    field_simp
  have e2 : a * b * g⁻¹ ^ 2 = 1 := by
    rw [← hg2]
    field_simp
  simp only [smul_add, smul_sub, smul_smul, e1, e2] at q
  rw [Matrix.le_iff, reuss, hgap]
  convert p.add q using 1
  module
```

The same two ingredients bound the difference. Set g = √(ab) and choose t = 1/g. Multiplying the completed square by ab now gives

abS − 2gI + R ≥ 0.

Adding (a + b)I − V − abS ≥ 0 yields

V − R ≤ (a + b − 2g)I = (√b − √a)² I.

This form has the units of stiffness, whereas the previous factor is dimensionless.

## Two crossed phases that reach the factor (a + b)²/(4ab)

```lean
/-- Two phases with 2 × 2 diagonal stiffnesses: the first has entries `a`, `b`, and the second has
the same entries exchanged. -/
def rotatedPhases (a b : ℝ) : Fin 2 → Matrix (Fin 2) (Fin 2) ℝ :=
  ![diagonal ![a, b], diagonal ![b, a]]
```

The phases are diag(a, b) and diag(b, a). This is a reduced model of a planar material: the two entries are the stiffnesses against normal strain along the two axes, with no Poisson coupling and with shear left out. The second phase is the first turned by a right angle.

```lean
omit [Fintype n] in
/-- A diagonal stiffness with entries in `[a, b]` lies between `a I` and `b I`. -/
lemma diagonal_bounds {v : n → ℝ} {a b : ℝ} (h : ∀ i, a ≤ v i ∧ v i ≤ b) :
    a • (1 : Matrix n n ℝ) ≤ diagonal v ∧ diagonal v ≤ b • (1 : Matrix n n ℝ) := by
  simp only [Matrix.le_iff, Matrix.smul_one_eq_diagonal, Matrix.diagonal_sub,
    Matrix.posSemidef_diagonal_iff, sub_nonneg]
  exact ⟨fun i => (h i).1, fun i => (h i).2⟩
```

For a diagonal matrix, the Loewner bounds reduce to bounds on each entry, because a diagonal matrix is positive semidefinite exactly when its entries are nonnegative.

```lean
/-- Sharpness: for `0 < a ≤ b`, the two phases of `rotatedPhases a b` lie between `a I` and `b I`,
and in equal fractions their Voigt average equals `(a + b)² / (4 a b)` times their Reuss average. -/
theorem kantorovich_sharp {a b : ℝ} (ha : 0 < a) (hab : a ≤ b) :
    (∀ i, a • (1 : Matrix (Fin 2) (Fin 2) ℝ) ≤ rotatedPhases a b i ∧
      rotatedPhases a b i ≤ b • (1 : Matrix (Fin 2) (Fin 2) ℝ)) ∧
    voigt (fun _ => 1 / 2) (rotatedPhases a b) =
      ((a + b) ^ 2 / (4 * a * b)) • reuss (fun _ => 1 / 2) (rotatedPhases a b) := by
  have hb : 0 < b := ha.trans_le hab
  have hs : 0 < a + b := add_pos ha hb
  constructor
  · intro i
    fin_cases i
    · exact diagonal_bounds (v := ![a, b]) (by intro j; fin_cases j <;> simp [hab])
    · exact diagonal_bounds (v := ![b, a]) (by intro j; fin_cases j <;> simp [hab])
  · have inv2 : ∀ x y : ℝ, 0 < x → 0 < y →
        (diagonal ![x, y])⁻¹ = diagonal ![x⁻¹, y⁻¹] := by
      intro x y hx hy
      apply Matrix.inv_eq_right_inv
      ext i j
      fin_cases i <;> fin_cases j <;> simp [hx.ne', hy.ne']
    -- the mean compliance and the Reuss average are multiples of the identity
    have hS : compliance (fun _ => 1 / 2) (rotatedPhases a b) =
        ((a + b) / (2 * a * b)) • (1 : Matrix (Fin 2) (Fin 2) ℝ) := by
      simp only [compliance, rotatedPhases, Fin.sum_univ_two, Matrix.cons_val_zero,
        Matrix.cons_val_one]
      rw [inv2 a b ha hb, inv2 b a hb ha]
      ext i j
      fin_cases i <;> fin_cases j <;> simp
      all_goals field_simp
      all_goals ring
    have hR : reuss (fun _ => 1 / 2) (rotatedPhases a b) =
        (2 * a * b / (a + b)) • (1 : Matrix (Fin 2) (Fin 2) ℝ) := by
      rw [reuss, hS]
      apply Matrix.inv_eq_right_inv
      rw [smul_mul_assoc, one_mul, smul_smul]
      have e : (a + b) / (2 * a * b) * (2 * a * b / (a + b)) = 1 := by
        field_simp
      rw [e, one_smul]
    have e : (a + b) ^ 2 / (4 * a * b) * (2 * a * b / (a + b)) = (a + b) / 2 := by
      field_simp
      ring
    rw [hR, smul_smul, e]
    simp only [voigt, rotatedPhases, Fin.sum_univ_two, Matrix.cons_val_zero,
      Matrix.cons_val_one]
    ext i j
    fin_cases i <;> fin_cases j <;> simp <;> ring

end

end MatrixKantorovichBound
```

The first part of the conclusion confirms that both phases lie between aI and bI. The second computes their averages in equal fractions:

V = [(a + b)/2]I
S = ½(1/a + 1/b)I = [(a + b)/(2ab)]I
R = [2ab/(a + b)]I

Therefore V = [(a + b)²/(4ab)]R exactly, so no smaller factor would cover all 2 × 2 mixtures with the given a and b. In the proof, `hS` and `hR` are the formulas for S and R, and the last lines compare V entry by entry.

```lean
#print axioms MatrixKantorovichBound.voigt_le_reuss
-- 'MatrixKantorovichBound.voigt_le_reuss' depends on axioms: [propext, Classical.choice, Quot.sound]
#print axioms MatrixKantorovichBound.voigt_sub_reuss_le
-- 'MatrixKantorovichBound.voigt_sub_reuss_le' depends on axioms: [propext, Classical.choice, Quot.sound]
#print axioms MatrixKantorovichBound.kantorovich_sharp
-- 'MatrixKantorovichBound.kantorovich_sharp' depends on axioms: [propext, Classical.choice, Quot.sound]
```
